# In the Bohr model with reduced mass, each He⁺ line 2n → 4 is a Balmer line scaled by a factor that, given the nuclear mass ratio, fixes the electron–proton mass ratio

To compare the lines of He⁺ with those of hydrogen, and to read the electron–proton mass ratio from their small mismatch, each atom is modelled by nonrelativistic Bohr levels in which the nucleus enters only through its charge and the reduced mass. The mismatch is then purely an effect of nuclear recoil.

```lean
import Mathlib

noncomputable section

namespace PickeringBalmer

/-- Reduced mass of two particles of masses `m` and `M`, for `m + M ≠ 0`. -/
def reducedMass (m M : ℝ) : ℝ := m * M / (m + M)

/-- Bohr energy of level `n ≥ 1` for nuclear charge number `Z`, reduced mass `μ`, Coulomb strength
`κ = e² / (4π ε₀)` and `hbar ≠ 0`. -/
def level (κ hbar μ : ℝ) (Z n : ℕ) : ℝ :=
  -(μ * (Z * κ) ^ 2) / (2 * hbar ^ 2 * n ^ 2)

/-- Frequency of the line from level `a` to level `b`: the energy difference divided by
Planck's constant `2π hbar`, for `a, b ≥ 1` and `hbar ≠ 0`. -/
def lineFreq (κ hbar μ : ℝ) (Z a b : ℕ) : ℝ :=
  (level κ hbar μ Z a - level κ hbar μ Z b) / (2 * Real.pi * hbar)

/-- The ratio `(1 + x) / (1 + x / k)` for electron-proton mass ratio `x` and
helium-proton nuclear mass ratio `k`, on the domain `k ≠ 0`, `k + x ≠ 0`. -/
def rydbergRatio (x k : ℝ) : ℝ := (1 + x) / (1 + x / k)

/-- For motion along a line and nonzero total mass, the kinetic energy of two particles is
that of the centre of mass plus that of the relative motion with the reduced mass. -/
theorem kinetic_energy_split (m M v w : ℝ) (h : m + M ≠ 0) :
    m * v ^ 2 / 2 + M * w ^ 2 / 2 =
      (m + M) * ((m * v + M * w) / (m + M)) ^ 2 / 2
        + reducedMass m M * (v - w) ^ 2 / 2 := by
  unfold reducedMass
  field_simp
  ring

/-- Rydberg formula: the line frequency is a constant times the difference of the inverse
squares of the lower and upper quantum numbers. -/
theorem rydberg_formula (κ hbar μ : ℝ) (Z a b : ℕ) :
    lineFreq κ hbar μ Z a b =
      μ * (Z * κ) ^ 2 / (2 * hbar ^ 2) / (2 * Real.pi * hbar)
        * (1 / (b : ℝ) ^ 2 - 1 / (a : ℝ) ^ 2) := by
  unfold lineFreq level
  ring

/-- For positive constants, reduced mass and nuclear charge, a line from a higher level `a`
to a lower level `b ≥ 1` has positive frequency. -/
theorem lineFreq_pos {κ hbar μ : ℝ} {Z a b : ℕ} (hκ : 0 < κ) (hh : 0 < hbar)
    (hμ : 0 < μ) (hZ : 0 < Z) (hb : 0 < b) (hab : b < a) :
    0 < lineFreq κ hbar μ Z a b := by
  have hZ' : (0 : ℝ) < Z := by exact_mod_cast hZ
  have hb' : (0 : ℝ) < b := by exact_mod_cast hb
  have hab' : (b : ℝ) < a := by exact_mod_cast hab
  have hsq : (b : ℝ) ^ 2 < (a : ℝ) ^ 2 := by nlinarith
  have hinv : 1 / (a : ℝ) ^ 2 < 1 / (b : ℝ) ^ 2 :=
    one_div_lt_one_div_of_lt (by positivity) hsq
  have hpi := Real.pi_pos
  rw [rydberg_formula]
  exact mul_pos (by positivity) (sub_pos.2 hinv)

/-- At equal reduced mass, the line `Z a → Z b` of the one-electron ion with nuclear charge
number `Z ≠ 0` has the same frequency as the line `a → b` for charge number one. -/
theorem lineFreq_scaling (κ hbar μ : ℝ) {Z : ℕ} (hZ : Z ≠ 0) (a b : ℕ) :
    lineFreq κ hbar μ Z (Z * a) (Z * b) = lineFreq κ hbar μ 1 a b := by
  have hZ' : (Z : ℝ) ≠ 0 := by exact_mod_cast hZ
  -- the factor Z² from the charge cancels the one from the quantum number
  have hlevel : ∀ n : ℕ, level κ hbar μ Z (Z * n) = level κ hbar μ 1 n := by
    intro n
    simp only [level, Nat.cast_mul, Nat.cast_one, one_mul]
    have h1 : -(μ * ((Z : ℝ) * κ) ^ 2) = (Z : ℝ) ^ 2 * (-(μ * κ ^ 2)) := by ring
    have h2 : 2 * hbar ^ 2 * ((Z : ℝ) * n) ^ 2
        = (Z : ℝ) ^ 2 * (2 * hbar ^ 2 * (n : ℝ) ^ 2) := by ring
    rw [h1, h2, mul_div_mul_left _ _ (pow_ne_zero 2 hZ')]
  unfold lineFreq
  rw [hlevel a, hlevel b]

/-- For positive masses, making the nucleus `k > 0` times as heavy multiplies the reduced
mass by `rydbergRatio (m / M) k`. -/
theorem reducedMass_ratio {m M k : ℝ} (hm : 0 < m) (hM : 0 < M) (hk : 0 < k) :
    reducedMass m (k * M) = rydbergRatio (m / M) k * reducedMass m M := by
  have h1 : m + M ≠ 0 := by positivity
  have h2 : m + k * M ≠ 0 := by positivity
  have h3 : 1 + m / M = (m + M) / M := by
    rw [add_div, div_self hM.ne', add_comm]
  have h4 : 1 + m / M / k = (m + k * M) / (k * M) := by
    rw [add_div, div_self (mul_pos hk hM).ne', div_div, mul_comm M k, add_comm]
  unfold reducedMass rydbergRatio
  rw [h3, h4]
  field_simp

/-- For `x > 0` and `k > 0` the ratio equals `r ≠ k` exactly when the electron-proton mass
ratio is `x = k (r - 1) / (k - r)`. -/
theorem rydbergRatio_eq_iff {x k r : ℝ} (hx : 0 < x) (hk : 0 < k) (hr : r ≠ k) :
    rydbergRatio x k = r ↔ x = k * (r - 1) / (k - r) := by
  have h1 : 1 + x / k ≠ 0 := by positivity
  have h2 : k * (1 + x / k) = k + x := by
    rw [mul_add, mul_one, mul_div_cancel₀ x hk.ne']
  unfold rydbergRatio
  rw [div_eq_iff h1, eq_div_iff (sub_ne_zero.2 hr.symm)]
  constructor
  · intro h
    linear_combination k * h + r * h2
  · intro h
    apply mul_left_cancel₀ hk.ne'
    linear_combination h - r * h2

/-- For `x > 0` and `k > 1` the ratio lies strictly between `1` and `k`. -/
theorem rydbergRatio_bounds {x k : ℝ} (hx : 0 < x) (hk : 1 < k) :
    1 < rydbergRatio x k ∧ rydbergRatio x k < k := by
  have hk0 : 0 < k := by linarith
  have h1 : 0 < 1 + x / k := by positivity
  have h2 : k * (x / k) = x := by field_simp
  have h3 : x / k < x := div_lt_self hx hk
  unfold rydbergRatio
  rw [lt_div_iff₀ h1, div_lt_iff₀ h1]
  constructor <;> nlinarith

/-- Let the helium nucleus be `k > 1` times as heavy as the proton, with positive masses and
constants. For `n > 2` the He⁺ line `2n → 4` has `ρ = rydbergRatio (m / M) k` times the
positive frequency of the hydrogen line `n → 2`, and `m / M = k (ρ - 1) / (k - ρ)`, `ρ < k`. -/
theorem pickering_balmer {κ hbar m M k : ℝ} (hκ : 0 < κ) (hh : 0 < hbar)
    (hm : 0 < m) (hM : 0 < M) (hk : 1 < k) {n : ℕ} (hn : 2 < n) :
    0 < lineFreq κ hbar (reducedMass m M) 1 n 2 ∧
    lineFreq κ hbar (reducedMass m (k * M)) 2 (2 * n) 4 =
      rydbergRatio (m / M) k * lineFreq κ hbar (reducedMass m M) 1 n 2 ∧
    rydbergRatio (m / M) k < k ∧
    m / M = k * (rydbergRatio (m / M) k - 1) / (k - rydbergRatio (m / M) k) := by
  have hk0 : 0 < k := by linarith
  have hx : 0 < m / M := div_pos hm hM
  have hμ : 0 < reducedMass m M := by
    unfold reducedMass
    positivity
  have hlt := (rydbergRatio_bounds hx hk).2
  refine ⟨lineFreq_pos hκ hh hμ one_pos two_pos hn, ?_, hlt,
    (rydbergRatio_eq_iff hx hk0 hlt.ne).1 rfl⟩
  -- charge scaling turns the Pickering line into a Balmer line with the helium reduced mass
  have hs : lineFreq κ hbar (reducedMass m (k * M)) 2 (2 * n) 4
      = lineFreq κ hbar (reducedMass m (k * M)) 1 n 2 :=
    lineFreq_scaling κ hbar _ two_ne_zero n 2
  rw [hs, reducedMass_ratio hm hM hk0, rydberg_formula, rydberg_formula]
  ring

/-- With positive masses and constants and `n > 2`, the electron-proton mass ratio is given by the
frequencies `νP` of the He⁺ line `2n → 4` and `νB` of the hydrogen line `n → 2` together with the
helium-proton nuclear mass ratio `k > 1`. -/
theorem mass_ratio_from_lines {κ hbar m M k νP νB : ℝ} (hκ : 0 < κ) (hh : 0 < hbar)
    (hm : 0 < m) (hM : 0 < M) (hk : 1 < k) {n : ℕ} (hn : 2 < n)
    (hP : νP = lineFreq κ hbar (reducedMass m (k * M)) 2 (2 * n) 4)
    (hB : νB = lineFreq κ hbar (reducedMass m M) 1 n 2) :
    m / M = k * (νP - νB) / (k * νB - νP) := by
  obtain ⟨hpos, hline, hlt, hx⟩ := pickering_balmer hκ hh hm hM hk hn
  rw [← hB] at hpos hline
  rw [← hP] at hline
  have hd : k - rydbergRatio (m / M) k ≠ 0 := (sub_pos.2 hlt).ne'
  have hden : k * νB - νP ≠ 0 := by
    have h : k * νB - νP = (k - rydbergRatio (m / M) k) * νB := by
      rw [hline]
      ring
    rw [h]
    exact mul_ne_zero hd hpos.ne'
  -- clear both denominators and multiply the mass relation by the Balmer frequency
  rw [eq_div_iff hd] at hx
  rw [eq_div_iff hden]
  linear_combination νB * hx - (m / M + k) * hline

end PickeringBalmer
```

```lean
#print axioms PickeringBalmer.kinetic_energy_split
#print axioms PickeringBalmer.mass_ratio_from_lines
```

```
'PickeringBalmer.kinetic_energy_split' depends on axioms: [propext, Classical.choice, Quot.sound]
'PickeringBalmer.mass_ratio_from_lines' depends on axioms: [propext, Classical.choice, Quot.sound]
```

## Two spectra and one mass ratio

The Pickering series consists of the He⁺ lines that end on level 4. Those that start from an even level $2n$ lie close to the Balmer lines $n \to 2$ of hydrogen. The theorem `pickering_balmer` compares these pairs for every $n > 2$, beginning with $6 \to 4$ in He⁺ and $3 \to 2$ in hydrogen.

Let $m$ be the electron mass, $M$ the proton mass and $kM$ the mass of the helium nucleus, with $k > 1$. Put $x = m/M$ and $\rho = (1+x)/(1+x/k)$, which is `rydbergRatio (m / M) k` in Lean. The theorem states that:

- the hydrogen line has positive frequency;
- the He⁺ line has exactly $\rho$ times that frequency;
- $\rho < k$, and $x = k(\rho-1)/(k-\rho)$.

The second theorem, `mass_ratio_from_lines`, writes the same mass ratio in terms of the two frequencies $\nu_P$ (He⁺) and $\nu_B$ (hydrogen):
$$\frac{m}{M} = \frac{k(\nu_P-\nu_B)}{k\nu_B-\nu_P}.$$
The nuclear mass ratio $k$ must be known from elsewhere.

## Charges, levels and units in Lean

The function `level` gives the energy
$$E_n = -\frac{\mu (Z\kappa)^2}{2\hbar^2 n^2},$$
where $Z$ is the nuclear charge number, $\mu$ the reduced mass and $\kappa = e^2/(4\pi\varepsilon_0)$ the strength of the Coulomb attraction between unit charges. The constants $\kappa$ and $\hbar$ (`hbar`) are arbitrary positive reals, so no system of units is chosen. Quantum numbers and charges are natural numbers.

In `lineFreq`, the level `a` comes first and `b` second, so an emission line has `a` above `b`. The energy difference is divided by $2\pi\hbar$, which makes the result an ordinary frequency and not an angular one.

The Bohr formula is a definition here and is not derived from the Schrödinger equation. The step to a real spectrum is the identification of a measured frequency with `lineFreq`, which neglects fine structure, radiative corrections and the finite size of the nucleus.

For a one-electron atom at this nonrelativistic level, nuclear recoil multiplies the energies calculated with a fixed nucleus by $\mu/m$, which is $1/(1+m/M)$ for hydrogen. The resulting change in energy is the normal mass shift.

## From recoil to the mass ratio

**Reduced mass.** Let the electron and the proton move along a line with velocities $v$ and $w$; for the helium nucleus, $M$ is replaced by $kM$. Write $V = (mv+Mw)/(m+M)$ and $u = v-w$, so that
$$v = V + \frac{M}{m+M}u, \qquad w = V - \frac{m}{m+M}u.$$
In the kinetic energy the terms in $Vu$ cancel, and
$$\frac{mv^2}{2}+\frac{Mw^2}{2} = \frac{(m+M)V^2}{2}+\frac{1}{2}\,\frac{mM}{m+M}\,u^2.$$
The relative motion therefore carries the mass $\mu = mM/(m+M)$.

**Line frequencies.** Subtracting two levels gives
$$\nu_{a\to b} = \frac{\mu(Z\kappa)^2}{4\pi\hbar^3}\left(\frac{1}{b^2}-\frac{1}{a^2}\right),$$
which is positive for $a > b \ge 1$.

**Charge scaling.** At fixed $\mu$, replacing $n$ by $Zn$ in a level of charge $Z$ gives $Z^2/(Zn)^2 = 1/n^2$. With $Z = 2$, the line $2n \to 4$ has the frequency of a line $n \to 2$ at unit charge, but with the reduced mass of helium.

**Ratio of reduced masses.** For the two nuclei,
$$\mu_{\mathrm H} = \frac{m}{1+x}, \qquad \mu_{\mathrm{He}} = \frac{kmM}{m+kM} = \frac{m}{1+x/k}.$$
Hence $\mu_{\mathrm{He}}/\mu_{\mathrm H} = \rho$, and the frequencies have the same ratio.

**Inversion.** Since $x/k < x$, we have $\rho > 1$. Since $k(1+x/k) = k+x > 1+x$, we have $\rho < k$. Multiplying $\rho(1+x/k) = 1+x$ by $k$ gives
$$\rho(k+x) = k+kx, \qquad\text{so}\qquad k(\rho-1) = x(k-\rho).$$
Division by $k-\rho \ne 0$ yields $x$. At $k = 1$ the ratio $\rho$ would be 1 for every $x$, and it would carry no information about the electron–proton mass ratio.

**Frequencies in place of the ratio.** Setting $\rho = \nu_P/\nu_B$ and multiplying numerator and denominator by $\nu_B$ gives the formula for $m/M$ above.

## Cancelling the charge and clearing denominators

`kinetic_energy_split` checks the separation of the kinetic energy. It motivates `reducedMass` and is not used by the later theorems. `rydberg_formula` is the subtraction of levels, and `lineFreq_pos` obtains the sign from the ordering of the inverse squares.

In `lineFreq_scaling`, the auxiliary statement `hlevel` takes $Z^2$ out of numerator and denominator and cancels it. `reducedMass_ratio` puts $1+x$ and $1+x/k$ over common denominators, after which `field_simp` finishes the comparison.

`rydbergRatio_bounds` supplies $1 < \rho < k$. `rydbergRatio_eq_iff` proves the inversion in both directions for any value `r ≠ k`: it clears the denominators, and `linear_combination` carries out the rearrangement done by hand above.

The main proof applies `lineFreq_scaling` with charge 2, replaces the helium reduced mass by $\rho$ times that of hydrogen, and compares the two Rydberg formulas. The mass relation follows from the equivalence with `r` taken to be $\rho$ itself.

For `mass_ratio_from_lines`, the identity $k\nu_B-\nu_P = (k-\rho)\nu_B$ shows that the denominator is nonzero, because $\rho < k$ and $\nu_B > 0$. The last line multiplies the mass relation by $\nu_B$ and uses $\nu_P = \rho\nu_B$ to eliminate $\rho$.
